# An open SSH chain of m cells with nonzero hoppings has energies ±E with 0 < E ≤ |t₁| |t₁/t₂|^(m−1)

Take four sites in a row with hoppings $t_1, t_2, t_1$, zero site energies and $0<t_1<t_2$. The state with amplitudes $(1,\,0,\,-t_1/t_2,\,0)$ almost solves the zero-energy equation: the Hamiltonian sends it to $(0,0,0,-t_1^2/t_2)$. So I expect a level within $t_1^2/t_2$ of zero, though not at zero. For $2m$ sites, with hoppings alternating and $t_1$ at both ends, the same reasoning suggests an energy with $0<|E|\le t_1(t_1/t_2)^{m-1}$. Can this be made rigorous, with constants and no "for large $m$", and checked by machine?

## A zero mode that fails at one site

Yes, and the bound needs only $t_1\neq0$ and $t_2\neq0$. The ordering $|t_1|<|t_2|$ is what makes it shrink with length.

Number the cells $j=0,\dots,n$, so $m=n+1$, and let $a_j$, $b_j$ be the amplitudes on the A and B sites of cell $j$. The Hamiltonian $H$ sends $(a,b)$ to $(h^Tb,\,ha)$, where

$$(ha)_i=t_1a_i+t_2a_{i+1}\quad(i<n),\qquad (ha)_n=t_1a_n .$$

Put $r=t_1/t_2$ and choose the trial state $v$ with $a_j=(-r)^j$, $b=0$. At each B site before the last,

$$t_1(-r)^i+t_2(-r)^{i+1}=(-r)^i(t_1-t_2r)=0 .$$

Only $t_1(-r)^n$ on the last site survives, so $\|Hv\|^2=t_1^2r^{2n}$, while $\|v\|^2=\sum_{j=0}^n r^{2j}$.

A small residual forces a nearby level. Let $u_i$ be orthonormal eigenvectors of $H$ with eigenvalues $\lambda_i$, and let $\lambda_k^2$ be the smallest $\lambda_i^2$. Since $u_i\cdot Hv=\lambda_i\,(u_i\cdot v)$,

$$\|Hv\|^2=\sum_i\lambda_i^2(u_i\cdot v)^2\ \ge\ \lambda_k^2\sum_i(u_i\cdot v)^2=\lambda_k^2\|v\|^2 .$$

With $E=\lambda_k$ this gives

$$|E|\le\frac{|t_1||r|^n}{\sqrt{\sum_{j=0}^n r^{2j}}}\le|t_1||r|^n .$$

The middle expression is the residual of the normalised edge state. The last step holds because the $j=0$ term of the sum is already 1.

Zero is not an energy. If $ha=0$, the last row gives $a_n=0$, and the earlier rows then give $a_{n-1}=\dots=a_0=0$. The equation $h^Tb=0$ gives $b=0$ in the same way, starting from $b_0$.

Finally, if $h^Tb=Ea$ and $ha=Eb$, then $(a,-b)$ solves the same equations with $-E$. The levels therefore come in pairs, and $E$ can be taken positive. The two levels of the pair are $2E$ apart.

For one cell, $t_1b_0=Ea_0$ and $t_1a_0=Eb_0$ give $|E|=|t_1|$, so the simple bound is attained at $n=0$.

## What the theorems say about the chain

`IsEnergy A E` says that the real matrix `A` has a nonzero real eigenvector with eigenvalue `E`. In `sshChain n t1 t2`, the indices `Sum.inl j` and `Sum.inr j` are the A and B sites of cell `j`. The matrix `hopAB` is $h$, with rows for B sites and columns for A sites. Hoppings enter with a plus sign, but either may be negative.

`ssh_edge_splitting` states that for every `n` there is an `E` with `0 < E`, both `E` and `-E` energies, and `E ≤ |t1| * |t1 / t2| ^ n`. The estimate suggested at the start is the case $0<t_1<t_2$, $n=m-1$. The hypothesis `t1 ≠ 0` means that the two sites of a cell are coupled, and `t2 ≠ 0` that neighbouring cells are. `edge_splitting_normalized` keeps the norm of the edge state, and `edge_splitting_vanishes` adds that for $0<|t_1|<|t_2|$ the pair comes closer to zero than any given $\varepsilon>0$ in all sufficiently long chains.

The model is a finite, non-interacting Su–Schrieffer–Heeger (SSH) chain whose hoppings alternate between two fixed values, $t_1$ within every cell and $t_2$ between neighbouring cells, without disorder or lattice motion. The theorems concern energies: they do not count the levels near zero or show that the exact eigenvectors sit at the ends. For $0<|t_1|<|t_2|$ a sufficiently long finite chain thus has a tiny but nonzero pair $\pm E$, although a numerical diagonalisation may lose the splitting in rounding error.

Two small examples show what the hypotheses do. With $t_1=0$ and four sites, the end sites are isolated and the energies are $0,0,\pm t_2$; the bound is zero, and no positive $E$ meets it. With $t_1=2$, $t_2=1$, the bound holds but grows with $n$, and the levels stay away from zero: $\|ha\|\ge(2-1)\|a\|$, so $|E|\ge1$ at every length.

In Lean 4 with Mathlib:

```lean
import Mathlib

open Matrix

namespace SSHEdgeSplitting

noncomputable section

/-- `E` is an energy of the real Hamiltonian matrix `A`: it has a nonzero eigenvector. -/
def IsEnergy {ι : Type*} [Fintype ι] (A : Matrix ι ι ℝ) (E : ℝ) : Prop :=
  ∃ x : ι → ℝ, x ≠ 0 ∧ A *ᵥ x = E • x

/-- Hopping from sublattice A (columns) to sublattice B (rows) in a chain of `n + 1` cells: `t1`
inside a cell, `t2` between site B of a cell and site A of the next. -/
def hopAB (n : ℕ) (t1 t2 : ℝ) : Matrix (Fin (n + 1)) (Fin (n + 1)) ℝ :=
  Matrix.of fun i j => (if j = i then t1 else 0) + (if (j : ℕ) = (i : ℕ) + 1 then t2 else 0)

/-- The open SSH chain of `n + 1` cells, with zero site energies; `Sum.inl j` and `Sum.inr j`
are the A and B sites of cell `j`. -/
def sshChain (n : ℕ) (t1 t2 : ℝ) :
    Matrix (Fin (n + 1) ⊕ Fin (n + 1)) (Fin (n + 1) ⊕ Fin (n + 1)) ℝ :=
  Matrix.fromBlocks 0 (hopAB n t1 t2)ᵀ (hopAB n t1 t2) 0

/-- The trial edge state: amplitude `(-t1/t2)^j` on site A of cell `j`, zero on sublattice B. -/
def edgeState (n : ℕ) (t1 t2 : ℝ) : Fin (n + 1) ⊕ Fin (n + 1) → ℝ :=
  Sum.elim (fun j => (-(t1 / t2)) ^ (j : ℕ)) 0

/-- For a real symmetric Hamiltonian and any trial vector `v`, some energy satisfies
`E² (v·v) ≤ (Av)·(Av)`. -/
theorem exists_energy_of_trial {ι : Type*} [Fintype ι] [DecidableEq ι] [Nonempty ι]
    {A : Matrix ι ι ℝ} (hA : A.IsSymm) (v : ι → ℝ) :
    ∃ E, IsEnergy A E ∧ E ^ 2 * (v ⬝ᵥ v) ≤ (A *ᵥ v) ⬝ᵥ (A *ᵥ v) := by
  have hH : A.IsHermitian := by
    rw [Matrix.IsHermitian, conjTranspose_eq_transpose_of_trivial]
    exact hA
  -- an orthonormal eigenbasis, written with plain vectors
  obtain ⟨u, lam, hne, he, hP⟩ : ∃ (u : ι → ι → ℝ) (lam : ι → ℝ), (∀ i, u i ≠ 0) ∧
      (∀ i, A *ᵥ u i = lam i • u i) ∧ ∀ x : ι → ℝ, ∑ i, (u i ⬝ᵥ x) ^ 2 = x ⬝ᵥ x := by
    refine ⟨fun i => (hH.eigenvectorBasis i).ofLp, hH.eigenvalues, fun i h => ?_,
      fun i => hH.mulVec_eigenvectorBasis i, fun x => ?_⟩
    · apply hH.eigenvectorBasis.orthonormal.ne_zero i
      ext k
      exact congrFun h k
    · have h := hH.eigenvectorBasis.sum_inner_mul_inner (WithLp.toLp 2 x) (WithLp.toLp 2 x)
      simp only [EuclideanSpace.inner_eq_star_dotProduct, star_trivial] at h
      refine Eq.trans (Finset.sum_congr rfl fun i _ => ?_) h
      change ((hH.eigenvectorBasis i).ofLp ⬝ᵥ x) ^ 2 =
        ((hH.eigenvectorBasis i).ofLp ⬝ᵥ x) * (x ⬝ᵥ (hH.eigenvectorBasis i).ofLp)
      rw [dotProduct_comm x, sq]
  -- the energy closest to zero does the job
  obtain ⟨k, -, hk⟩ := Finset.exists_min_image Finset.univ (fun i => lam i ^ 2)
    Finset.univ_nonempty
  refine ⟨lam k, ⟨u k, hne k, he k⟩, ?_⟩
  rw [← hP v, ← hP (A *ᵥ v), Finset.mul_sum]
  refine Finset.sum_le_sum fun i _ => ?_
  have h1 : u i ⬝ᵥ (A *ᵥ v) = lam i * (u i ⬝ᵥ v) := by
    rw [Matrix.dotProduct_mulVec, ← Matrix.mulVec_transpose, hA.eq, he, smul_dotProduct,
      smul_eq_mul]
  rw [h1, mul_pow]
  exact mul_le_mul_of_nonneg_right (hk i (Finset.mem_univ i)) (sq_nonneg _)

/-- The Hamiltonian sends the sublattice amplitudes `(a, b)` to `(hᵀ b, h a)`, where `h` is `hopAB n
t1 t2`. -/
theorem sshChain_mulVec (n : ℕ) (t1 t2 : ℝ) (a b : Fin (n + 1) → ℝ) :
    sshChain n t1 t2 *ᵥ Sum.elim a b =
      Sum.elim ((hopAB n t1 t2)ᵀ *ᵥ b) (hopAB n t1 t2 *ᵥ a) := by
  rw [sshChain, Matrix.fromBlocks_mulVec]
  simp

/-- The eigenvalue equation of the chain, written as two coupled sublattice equations. -/
theorem isEnergy_iff (n : ℕ) (t1 t2 E : ℝ) :
    IsEnergy (sshChain n t1 t2) E ↔ ∃ a b : Fin (n + 1) → ℝ, (a ≠ 0 ∨ b ≠ 0) ∧
      (hopAB n t1 t2)ᵀ *ᵥ b = E • a ∧ hopAB n t1 t2 *ᵥ a = E • b := by
  constructor
  · rintro ⟨x, hx, h⟩
    obtain ⟨a, b, rfl⟩ : ∃ a b, x = Sum.elim a b :=
      ⟨x ∘ Sum.inl, x ∘ Sum.inr, (Sum.elim_comp_inl_inr x).symm⟩
    rw [sshChain_mulVec] at h
    refine ⟨a, b, ?_, funext fun i => congrFun h (Sum.inl i),
      funext fun i => congrFun h (Sum.inr i)⟩
    by_contra hc
    simp only [ne_eq, not_or, not_not] at hc
    apply hx
    rw [hc.1, hc.2]
    funext s
    cases s <;> rfl
  · rintro ⟨a, b, hab, h1, h2⟩
    refine ⟨Sum.elim a b, fun h0 => ?_, ?_⟩
    · rcases hab with ha | hb
      · exact ha (funext fun i => congrFun h0 (Sum.inl i))
      · exact hb (funext fun i => congrFun h0 (Sum.inr i))
    · rw [sshChain_mulVec, h1, h2]
      funext s
      cases s <;> rfl

/-- If `E` is an energy of the chain, then so is `-E`. -/
theorem isEnergy_neg {n : ℕ} {t1 t2 E : ℝ} (h : IsEnergy (sshChain n t1 t2) E) :
    IsEnergy (sshChain n t1 t2) (-E) := by
  obtain ⟨a, b, hab, h1, h2⟩ := (isEnergy_iff n t1 t2 E).mp h
  -- flip the sign of the amplitudes on sublattice B
  refine (isEnergy_iff n t1 t2 (-E)).mpr ⟨a, -b, ?_, ?_, ?_⟩
  · exact hab.imp id (fun hb => neg_ne_zero.mpr hb)
  · rw [Matrix.mulVec_neg, h1, neg_smul]
  · rw [h2, neg_smul, smul_neg, neg_neg]

/-- For `t1 ≠ 0` the open chain has no state at exactly zero energy. -/
theorem not_isEnergy_zero (n : ℕ) {t1 : ℝ} (t2 : ℝ) (h1 : t1 ≠ 0) :
    ¬ IsEnergy (sshChain n t1 t2) 0 := by
  -- the hopping matrix is triangular with `t1` on the diagonal
  have hdet : (hopAB n t1 t2).det ≠ 0 := by
    have htri : (hopAB n t1 t2).BlockTriangular id := by
      intro i j hij
      have hlt : (j : ℕ) < (i : ℕ) := hij
      have hne : j ≠ i := fun h => by
        rw [h] at hlt
        exact lt_irrefl _ hlt
      have hne' : ¬ ((j : ℕ) = (i : ℕ) + 1) := by omega
      simp only [hopAB, Matrix.of_apply, if_neg hne, if_neg hne', add_zero]
    rw [Matrix.det_of_isUpperTriangular htri]
    refine Finset.prod_ne_zero_iff.mpr fun i _ => ?_
    simpa [hopAB] using h1
  rw [isEnergy_iff]
  rintro ⟨a, b, hab, hb, ha⟩
  rw [zero_smul] at ha hb
  rcases hab with h | h
  · exact h (Matrix.eq_zero_of_mulVec_eq_zero hdet ha)
  · exact h (Matrix.eq_zero_of_mulVec_eq_zero (by rwa [Matrix.det_transpose]) hb)

/-- Acting on the edge state, the Hamiltonian leaves only the amplitude `t1 (-t1/t2)^n`
on the last site of the chain. -/
theorem sshChain_edgeState (n : ℕ) (t1 : ℝ) {t2 : ℝ} (h2 : t2 ≠ 0) :
    sshChain n t1 t2 *ᵥ edgeState n t1 t2 =
      Pi.single (Sum.inr (Fin.last n)) (t1 * (-(t1 / t2)) ^ n) := by
  rw [edgeState, sshChain_mulVec]
  funext s
  rcases s with i | i
  · simp
  rw [Sum.elim_inr]
  simp only [Matrix.mulVec, dotProduct, hopAB, Matrix.of_apply, add_mul, ite_mul, zero_mul,
    Finset.sum_add_distrib, Finset.sum_ite_eq', Finset.mem_univ, if_true]
  refine Fin.lastCases ?_ (fun k => ?_) i
  · rw [Finset.sum_eq_zero, add_zero, Pi.single_eq_same, Fin.val_last]
    intro j _
    have hj : ¬ ((j : ℕ) = (Fin.last n : ℕ) + 1) := by
      have := j.isLt
      rw [Fin.val_last]
      omega
    exact if_neg hj
  · have hne : (Sum.inr k.castSucc : Fin (n + 1) ⊕ Fin (n + 1)) ≠ Sum.inr (Fin.last n) :=
      fun h => (Fin.castSucc_lt_last k).ne (Sum.inr.inj h)
    rw [Pi.single_eq_of_ne hne, Finset.sum_eq_single k.succ
      (fun j _ hj => if_neg fun h => hj (Fin.ext (by simpa using h)))
      (fun h => absurd (Finset.mem_univ _) h), if_pos (by simp)]
    -- the two hoppings into an interior B site cancel
    change t1 * (-(t1 / t2)) ^ (k : ℕ) + t2 * (-(t1 / t2)) ^ ((k : ℕ) + 1) = 0
    have hr : t2 * (t1 / t2) = t1 := by field_simp
    generalize t1 / t2 = r at hr ⊢
    rw [pow_succ]
    linear_combination (-(-r) ^ (k : ℕ)) * hr

/-- For nonzero hoppings there is a pair of energies `E`, `-E` with `0 < E` and `E² S ≤ (t1
(t1/t2)^n)²`, where `S = ∑ (t1/t2)^(2j)`, summed over `j = 0, …, n`. -/
theorem edge_splitting_normalized (n : ℕ) {t1 t2 : ℝ} (h1 : t1 ≠ 0) (h2 : t2 ≠ 0) :
    ∃ E, 0 < E ∧ IsEnergy (sshChain n t1 t2) E ∧ IsEnergy (sshChain n t1 t2) (-E) ∧
      E ^ 2 * ∑ j ∈ Finset.range (n + 1), ((t1 / t2) ^ 2) ^ j ≤ (t1 * (t1 / t2) ^ n) ^ 2 := by
  have hsymm : (sshChain n t1 t2).IsSymm := by
    simp [Matrix.IsSymm, sshChain, Matrix.fromBlocks_transpose]
  obtain ⟨E, hE, hb⟩ := exists_energy_of_trial hsymm (edgeState n t1 t2)
  have hnorm : edgeState n t1 t2 ⬝ᵥ edgeState n t1 t2 =
      ∑ j ∈ Finset.range (n + 1), ((t1 / t2) ^ 2) ^ j := by
    rw [Finset.sum_range]
    simp only [dotProduct, edgeState, Fintype.sum_sum_type, Sum.elim_inl, Sum.elim_inr,
      Pi.zero_apply, mul_zero, Finset.sum_const_zero, add_zero]
    refine Finset.sum_congr rfl fun j _ => ?_
    rw [← mul_pow, neg_mul_neg, ← sq]
  have hres : (t1 * (-(t1 / t2)) ^ n) * (t1 * (-(t1 / t2)) ^ n) = (t1 * (t1 / t2) ^ n) ^ 2 := by
    rw [mul_mul_mul_comm, ← mul_pow, neg_mul_neg, mul_pow, sq, mul_mul_mul_comm]
  rw [hnorm, sshChain_edgeState n t1 h2, single_dotProduct, Pi.single_eq_same, hres] at hb
  have hE0 : E ≠ 0 := fun h => not_isEnergy_zero n t2 h1 (h ▸ hE)
  rcases lt_or_gt_of_ne hE0 with h | h
  · exact ⟨-E, neg_pos.mpr h, isEnergy_neg hE, by rwa [neg_neg], by rwa [neg_sq]⟩
  · exact ⟨E, h, hE, isEnergy_neg hE, hb⟩

/-- SSH edge splitting: the open chain of `n + 1` cells with nonzero hoppings has a pair of
energies `E`, `-E` with `0 < E ≤ |t1| |t1/t2|^n`. -/
theorem ssh_edge_splitting (n : ℕ) {t1 t2 : ℝ} (h1 : t1 ≠ 0) (h2 : t2 ≠ 0) :
    ∃ E, 0 < E ∧ IsEnergy (sshChain n t1 t2) E ∧ IsEnergy (sshChain n t1 t2) (-E) ∧
      E ≤ |t1| * |t1 / t2| ^ n := by
  obtain ⟨E, hpos, hE, hE', hb⟩ := edge_splitting_normalized n h1 h2
  refine ⟨E, hpos, hE, hE', ?_⟩
  -- the edge state has norm at least one
  have hS : 1 ≤ ∑ j ∈ Finset.range (n + 1), ((t1 / t2) ^ 2) ^ j := by
    rw [Finset.sum_range_succ', pow_zero]
    have : 0 ≤ ∑ j ∈ Finset.range n, ((t1 / t2) ^ 2) ^ (j + 1) :=
      Finset.sum_nonneg fun j _ => pow_nonneg (sq_nonneg _) _
    linarith
  have hsq : E ^ 2 ≤ (t1 * (t1 / t2) ^ n) ^ 2 :=
    (le_mul_of_one_le_right (sq_nonneg E) hS).trans hb
  have habs := sq_le_sq.mp hsq
  rwa [abs_of_pos hpos, abs_mul, abs_pow] at habs

/-- For `0 < |t1| < |t2|` every sufficiently long chain has a pair of nonzero energies `E`, `-E`
closer to zero than any prescribed `ε > 0`. -/
theorem edge_splitting_vanishes {t1 t2 : ℝ} (h1 : t1 ≠ 0) (h : |t1| < |t2|)
    {ε : ℝ} (hε : 0 < ε) :
    ∃ N, ∀ n ≥ N, ∃ E, 0 < E ∧ E < ε ∧
      IsEnergy (sshChain n t1 t2) E ∧ IsEnergy (sshChain n t1 t2) (-E) := by
  have ht : 0 < |t2| := (abs_nonneg t1).trans_lt h
  have hr : |t1 / t2| < 1 := by rwa [abs_div, div_lt_one ht]
  have hlim := (tendsto_pow_atTop_nhds_zero_of_lt_one (abs_nonneg (t1 / t2)) hr).const_mul |t1|
  rw [mul_zero] at hlim
  obtain ⟨N, hN⟩ := Filter.eventually_atTop.mp (hlim.eventually_lt_const hε)
  refine ⟨N, fun n hn => ?_⟩
  obtain ⟨E, hpos, hE, hE', hb⟩ := ssh_edge_splitting n h1 (abs_pos.mp ht)
  exact ⟨E, hpos, hb.trans_lt (hN n hn), hE, hE'⟩

/-- In a chain of a single cell every energy has modulus exactly `|t1|`. -/
theorem single_cell_energy {t1 t2 E : ℝ} (h : IsEnergy (sshChain 0 t1 t2) E) :
    |E| = |t1| := by
  obtain ⟨a, b, hab, h1, h2⟩ := (isEnergy_iff 0 t1 t2 E).mp h
  have e1 : t1 * b 0 = E * a 0 := by
    simpa [Matrix.mulVec, dotProduct, hopAB] using congrFun h1 0
  have e2 : t1 * a 0 = E * b 0 := by
    simpa [Matrix.mulVec, dotProduct, hopAB] using congrFun h2 0
  have hz : ∀ c : Fin (0 + 1) → ℝ, c ≠ 0 → c 0 ≠ 0 := fun c hc h0 =>
    hc (funext fun i => (congrArg c (Subsingleton.elim (α := Fin 1) i 0)).trans h0)
  apply (sq_eq_sq_iff_abs_eq_abs E t1).mp
  rcases hab with ha | hb
  · exact mul_right_cancel₀ (hz a ha) (by linear_combination (-E) * e1 - t1 * e2)
  · exact mul_right_cancel₀ (hz b hb) (by linear_combination (-E) * e2 - t1 * e1)

end

end SSHEdgeSplitting
```

```lean
#print axioms SSHEdgeSplitting.ssh_edge_splitting
#print axioms SSHEdgeSplitting.edge_splitting_vanishes
#print axioms SSHEdgeSplitting.single_cell_energy
```

```
'SSHEdgeSplitting.ssh_edge_splitting' depends on axioms: [propext, Classical.choice, Quot.sound]
'SSHEdgeSplitting.edge_splitting_vanishes' depends on axioms: [propext, Classical.choice, Quot.sound]
'SSHEdgeSplitting.single_cell_energy' depends on axioms: [propext, Classical.choice, Quot.sound]
```

## How the proof follows the calculation

`exists_energy_of_trial` is the residual argument for any real symmetric matrix. It takes an orthonormal eigenbasis from Mathlib, selects the smallest $\lambda_i^2$ with `Finset.exists_min_image`, and compares the two sums term by term with `Finset.sum_le_sum`.

`sshChain_mulVec` and `isEnergy_iff` turn the block matrix into the two sublattice equations. `isEnergy_neg` flips the sign of $b$. `not_isEnergy_zero` replaces the row-by-row elimination by a determinant: $h$ is triangular with $t_1$ on its diagonal, so it is invertible.

`sshChain_edgeState` computes $Hv$. `Fin.lastCases` separates the last B site from the others, where the closing `linear_combination` is the cancellation $t_1-t_2r=0$.

`edge_splitting_normalized` inserts the norm and the residual into the trial-vector inequality, excludes $E=0$, and picks the positive member of the pair. `ssh_edge_splitting` shows that the squared norm is at least 1 and takes square roots through `sq_le_sq`. `edge_splitting_vanishes` uses the limit $|r|^n\to0$, and `single_cell_energy` solves the two equations of a single cell.
